# Two-sided bounds on the Jacobian-corrected residual by the error in a self-consistent density

The lemma `corrected_residual_bounds` compares the error `x - xs` of a trial density with the residual `R x` after the inverse Jacobian `A⁻¹` at the self-consistent density `xs` has been applied to it. Densities and residuals are vectors in abstract real normed spaces, `R` vanishes at `xs` and is differentiable at each point of a convex set containing `x` and `xs`, and on that set its Jacobian differs from the one at `xs` by at most `L` times the distance from `xs`. If `L / 2 * ‖A⁻¹‖ * ‖x - xs‖` is at most `θ`, the norm of the corrected residual lies between `1 - θ` and `1 + θ` times `‖x - xs‖`. The attempt takes the quadratic estimate already proved for the difference between the error and the corrected residual, adds the reverse triangle inequality in both directions, and leaves the arithmetic to `nlinarith`.

An attempt in Lean 4 with a fault in it:

```lean
import Mathlib

open Set Filter Topology NNReal

namespace DielectricResidualEstimate

variable {E F : Type*} [NormedAddCommGroup E] [NormedSpace ℝ E]
  [NormedAddCommGroup F] [NormedSpace ℝ F]

/-- The residual `R` vanishes at the density `xs` and has Jacobian `R'` on a convex region `s`
containing `xs`; the Jacobian differs from its value at `xs` by at most `L` times the distance. -/
structure SmoothResidual (R : E → F) (R' : E → E →L[ℝ] F) (s : Set E) (xs : E) (L : ℝ) :
    Prop where
  convex : Convex ℝ s
  mem : xs ∈ s
  root : R xs = 0
  deriv : ∀ y ∈ s, HasFDerivAt R (R' y) y
  lip : ∀ y ∈ s, ‖R' y - R' xs‖ ≤ L * ‖y - xs‖

variable {R : E → F} {R' : E → E →L[ℝ] F} {s : Set E} {xs x : E} {L : ℝ}

/-- The residual equals the Jacobian at the self-consistent density applied to the density error,
up to `L / 2` times the squared error. -/
theorem residual_linearization (h : SmoothResidual R R' s xs L) (hx : x ∈ s) :
    ‖R x - R' xs (x - xs)‖ ≤ L / 2 * ‖x - xs‖ ^ 2 := by
  have hmem : ∀ t ∈ Icc (0 : ℝ) 1, xs + t • (x - xs) ∈ s :=
    fun t ht => h.convex.add_smul_sub_mem h.mem hx ht
  -- the nonlinear part of the residual along the segment from `xs` to `x`
  have hg : ∀ t ∈ Icc (0 : ℝ) 1,
      HasDerivAt (fun t : ℝ => R (xs + t • (x - xs)) - t • R' xs (x - xs))
        (R' (xs + t • (x - xs)) (x - xs) - R' xs (x - xs)) t := by
    intro t ht
    have hline : HasDerivAt (fun t : ℝ => xs + t • (x - xs)) (x - xs) t :=
      (((hasDerivAt_id' t).smul_const (x - xs)).const_add xs).congr_deriv (one_smul ℝ _)
    have hlin : HasDerivAt (fun t : ℝ => t • R' xs (x - xs)) (R' xs (x - xs)) t :=
      ((hasDerivAt_id' t).smul_const (R' xs (x - xs))).congr_deriv (one_smul ℝ _)
    exact ((h.deriv _ (hmem t ht)).comp_hasDerivAt t hline).sub hlin
  have hB : ∀ t : ℝ, HasDerivAt (fun t : ℝ => L / 2 * ‖x - xs‖ ^ 2 * (t * t))
      (L * ‖x - xs‖ ^ 2 * t) t := fun t =>
    (((hasDerivAt_id' t).mul (hasDerivAt_id' t)).const_mul
      (L / 2 * ‖x - xs‖ ^ 2)).congr_deriv (by ring)
  have hbound : ∀ t ∈ Ico (0 : ℝ) 1,
      ‖R' (xs + t • (x - xs)) (x - xs) - R' xs (x - xs)‖ ≤ L * ‖x - xs‖ ^ 2 * t := by
    intro t ht
    have hd : ‖xs + t • (x - xs) - xs‖ = t * ‖x - xs‖ := by
      rw [add_sub_cancel_left, norm_smul, Real.norm_of_nonneg ht.1]
    have hl := h.lip _ (hmem t ⟨ht.1, ht.2.le⟩)
    rw [hd] at hl
    calc ‖R' (xs + t • (x - xs)) (x - xs) - R' xs (x - xs)‖
        ≤ ‖R' (xs + t • (x - xs)) - R' xs‖ * ‖x - xs‖ :=
          (R' (xs + t • (x - xs)) - R' xs).le_opNorm (x - xs)
      _ ≤ L * (t * ‖x - xs‖) * ‖x - xs‖ :=
          mul_le_mul_of_nonneg_right hl (norm_nonneg _)
      _ = L * ‖x - xs‖ ^ 2 * t := by ring
  -- integrate the derivative bound from 0 to 1
  have key := image_norm_le_of_norm_deriv_right_le_deriv_boundary
    (fun t ht => (hg t ht).continuousAt.continuousWithinAt)
    (fun t ht => (hg t ⟨ht.1, ht.2.le⟩).hasDerivWithinAt)
    (by simp [h.root]) hB hbound (right_mem_Icc.2 zero_le_one)
  simpa using key

/-- With an approximate inverse dielectric operator `P`, the corrected residual misses the density
error by at most a linear term from the defect of `P` plus a quadratic term from the nonlinearity.
-/
theorem approximate_dielectric_estimate (h : SmoothResidual R R' s xs L) (P : F →L[ℝ] E)
    (hx : x ∈ s) :
    ‖(x - xs) - P (R x)‖ ≤
      ‖ContinuousLinearMap.id ℝ E - P.comp (R' xs)‖ * ‖x - xs‖
        + L / 2 * ‖P‖ * ‖x - xs‖ ^ 2 := by
  have hsplit : (x - xs) - P (R x) =
      (ContinuousLinearMap.id ℝ E - P.comp (R' xs)) (x - xs)
        - P (R x - R' xs (x - xs)) := by
    rw [map_sub P]
    change (x - xs) - P (R x) =
      ((x - xs) - P (R' xs (x - xs))) - (P (R x) - P (R' xs (x - xs)))
    abel
  have h1 := (ContinuousLinearMap.id ℝ E - P.comp (R' xs)).le_opNorm (x - xs)
  have h2 := P.le_opNorm (R x - R' xs (x - xs))
  have h3 := mul_le_mul_of_nonneg_left (residual_linearization h hx) (norm_nonneg P)
  rw [hsplit]
  refine (norm_sub_le _ _).trans ?_
  linarith

/-- On a convex set containing the self-consistent density, the residual corrected by the inverse
Jacobian `A⁻¹` equals the density error up to a quadratic term. -/
theorem density_error_estimate_local (h : SmoothResidual R R' s xs L) (A : E ≃L[ℝ] F)
    (hA : (A : E →L[ℝ] F) = R' xs) (hx : x ∈ s) :
    ‖(x - xs) - A.symm (R x)‖ ≤
      L / 2 * ‖(A.symm : F →L[ℝ] E)‖ * ‖x - xs‖ ^ 2 := by
  have key := approximate_dielectric_estimate h (A.symm : F →L[ℝ] E) hx
  -- the exact inverse has no linear defect
  have hz : ContinuousLinearMap.id ℝ E - (A.symm : F →L[ℝ] E).comp (R' xs) = 0 := by
    rw [← hA]
    ext v
    simp
  rw [hz, norm_zero, zero_mul, zero_add] at key
  exact key

/-- If `L / 2 * ‖A⁻¹‖ * ‖x - xs‖` is at most `θ`, the norm of the corrected residual lies between
`1 - θ` and `1 + θ` times the norm of the density error. -/
theorem corrected_residual_bounds (h : SmoothResidual R R' s xs L) (A : E ≃L[ℝ] F)
    (hA : (A : E →L[ℝ] F) = R' xs) (hx : x ∈ s) {θ : ℝ}
    (hθ : L / 2 * ‖(A.symm : F →L[ℝ] E)‖ * ‖x - xs‖ ≤ θ) :
    (1 - θ) * ‖x - xs‖ ≤ ‖A.symm (R x)‖ ∧
      ‖A.symm (R x)‖ ≤ (1 + θ) * ‖x - xs‖ := by
  have h1 := density_error_estimate_local h A hA hx
  have h2 := mul_le_mul_of_nonneg_right hθ (norm_nonneg (x - xs))
  have h3 := norm_sub_norm_le (x - xs) (A.symm (R x))
  have h4 := norm_sub_norm_le (A.symm (R x)) (x - xs)
  rw [norm_sub_rev] at h4
  constructor <;> nlinarith

end DielectricResidualEstimate
```

Messages:

```
Main.lean:111:18: error: linarith failed to find a contradiction
case right
E : Type u_1
F : Type u_2
inst✝³ : NormedAddCommGroup E
inst✝² : NormedSpace ℝ E
inst✝¹ : NormedAddCommGroup F
inst✝ : NormedSpace ℝ F
R : E → F
R' : E → E →L[ℝ] F
s : Set E
xs x : E
L : ℝ
h : SmoothResidual R R' s xs L
A : E ≃L[ℝ] F
hA : ↑A = R' xs
hx : x ∈ s
θ : ℝ
hθ : L / 2 * ‖↑A.symm‖ * ‖x - xs‖ ≤ θ
h1 : ‖x - xs - A.symm (R x)‖ ≤ L / 2 * ‖↑A.symm‖ * ‖x - xs‖ ^ 2
h2 : L / 2 * ‖↑A.symm‖ * ‖x - xs‖ * ‖x - xs‖ ≤ θ * ‖x - xs‖
h3 : ‖x - xs‖ - ‖A.symm (R x)‖ ≤ ‖x - xs - A.symm (R x)‖
h4 : ‖A.symm (R x)‖ - ‖xs - x‖ ≤ ‖A.symm (R x) - (x - xs)‖
a✝ : (1 + θ) * ‖x - xs‖ < ‖A.symm (R x)‖
⊢ False
failed
```

Diagnosis. The message says that `nlinarith`, whose failure is reported under the name `linarith`, could not prove the upper bound, `case right`.

The fault lies in the rewrite before it. `h4` begins as `‖A.symm (R x)‖ - ‖x - xs‖ ≤ ‖A.symm (R x) - (x - xs)‖`, and the norm to be reversed is the one on the right. Without arguments, `norm_sub_rev` fits any norm of a difference, and `rw` settled on `‖x - xs‖`. The printed `h4` shows the result: `‖xs - x‖` on the left, and the right side unchanged.

To the arithmetic, a norm and its reversed form are unrelated quantities. Neither norm of a difference in `h4` now matched those in `h1`, `h2` and the goal, so the upper bound was out of reach. The lower bound follows from `h3`, `h1` and `h2`, which the rewrite did not touch.

The repair gives `norm_sub_rev` its two arguments, so that the right side becomes `‖x - xs - A.symm (R x)‖`, as in `h1`, and `‖x - xs‖` is left alone. The upper bound then follows from `h4`, `h1` and `h2`.

The repair, with which the file compiles:

```diff
@@ -108,5 +108,5 @@
   have h3 := norm_sub_norm_le (x - xs) (A.symm (R x))
   have h4 := norm_sub_norm_le (A.symm (R x)) (x - xs)
-  rw [norm_sub_rev] at h4
+  rw [norm_sub_rev (A.symm (R x)) (x - xs)] at h4
   constructor <;> nlinarith
 
```
